# The Tamm-Dancoff error of one stable transition: leading term B²/(2A), with quartic bounds on the rest

For a single transition, the Tamm-Dancoff approximation drops the coupling B between the excitation and its de-excitation and reports the diagonal element A as the excitation energy. Without an estimate of what was dropped, that number carries no error bar. The error can be as large as the reported energy itself: when |B| reaches A, the full response equations give excitation energy zero and the approximation still gives A. Subtracting the second-order correction B²/(2A) reduces the error, but at |B| = A it still leaves A/2, so the correction needs a bound on its remainder too.

For a single transition with real A > 0 and |B| ≤ A, both the correction and the bound can be found in closed form.

```lean
import Mathlib

open Filter Topology Matrix

namespace TammDancoffOneTransition

noncomputable section
```

## The response equations of one transition

In time-dependent density functional theory with real orbitals and a frequency-independent kernel, A is the orbital energy difference plus the coupling of the transition to itself. Let x be the excitation amplitude, y the de-excitation amplitude and μ the energy sought. The response equations are

A x + B y = μ x
B x + A y = −μ y

Changing the sign of the second line turns them into an ordinary eigenvalue problem M v = μ v, with v = (x, y) and

M = [[A, B], [−B, −A]].

```lean
/-- The Casida matrix of a single transition with diagonal element `A` and
coupling `B` between excitation and de-excitation. -/
def casida (A B : ℝ) : Matrix (Fin 2) (Fin 2) ℂ :=
  !![(A : ℂ), (B : ℂ); -(B : ℂ), -(A : ℂ)]
```

In `casida A B` the parameters are real and the entries complex, so complex eigenvalues are admitted from the start. Index 0 of `Fin 2` is the excitation and index 1 the de-excitation. The name "Casida matrix" is also used for a symmetric matrix whose eigenvalues are squared energies; here it means M, whose eigenvalues are the energies themselves.

The candidate for the excitation energy is

Ω = √(A² − B²).

```lean
/-- The excitation energy `Ω = √(A² - B²)`, for `|B| ≤ A`. -/
def excitation (A B : ℝ) : ℝ := √(A ^ 2 - B ^ 2)
```

Ω is a number here, whereas some texts use the letter for the symmetric matrix just mentioned. `excitation` is defined without reference to M, so its connection with the eigenvalues has to be proved. The Tamm-Dancoff energy has no definition of its own: it is A.

The condition |B| ≤ A stands for stability of the ground state. The second-order energy change under orbital variations is governed by A + B and A − B, and the condition says that neither is negative. For A > 0 and |B| > A the eigenvalues of M are imaginary, while Lean's real square root of a negative number is 0, so `excitation` has its physical meaning only in the stable range.

## The eigenvalues are Ω and −Ω

The matrix acts on a pair of amplitudes as

M (x, y) = (A x + B y, −B x − A y).

```lean
/-- The Casida matrix acting on an excitation amplitude `x` and a
de-excitation amplitude `y`. -/
theorem casida_mulVec (A B : ℝ) (x y : ℂ) :
    casida A B *ᵥ ![x, y] = ![A * x + B * y, -B * x - A * y] := by
  funext i
  fin_cases i <;> simp [casida, Matrix.mulVec, dotProduct, Fin.sum_univ_two]
  ring
```

The proof compares the two components, with `*ᵥ` denoting the matrix-vector product.

In the stable range −A ≤ B ≤ A, so both factors of (A − B)(A + B) are nonnegative. Hence A² − B² ≥ 0, and squaring the root gives

Ω² = A² − B².

```lean
/-- For `|B| ≤ A` the squared excitation energy is `A² - B²`. -/
theorem excitation_sq {A B : ℝ} (hB : |B| ≤ A) :
    excitation A B ^ 2 = A ^ 2 - B ^ 2 := by
  obtain ⟨h1, h2⟩ := abs_le.mp hB
  exact Real.sq_sqrt (by nlinarith)
```

Here `nlinarith` supplies the product of the two nonnegative factors.

Now let v = (x, y) be a nonzero vector with M v = μ v. Applying M a second time gives

μ² x = A (A x + B y) + B (−B x − A y) = (A² − B²) x = Ω² x
μ² y = −B (A x + B y) − A (−B x − A y) = (A² − B²) y = Ω² y

At least one amplitude is nonzero, so μ² = Ω², and μ is Ω or −Ω.

Conversely, both values occur. For v₊ = (A + Ω, −B),

A (A + Ω) − B² = Ω² + A Ω = Ω (A + Ω)
−B (A + Ω) + A B = Ω (−B)

and for v₋ = (B, −Ω − A),

A B − B (Ω + A) = −Ω B
−B² + A (Ω + A) = Ω² + A Ω = −Ω (−Ω − A)

Neither vector vanishes, because A + Ω > 0.

```lean
/-- For `A > 0` and `|B| ≤ A`, the eigenvalues of the Casida matrix are
exactly `Ω` and `-Ω`. -/
theorem casida_eigenvalue_iff {A B : ℝ} (hA : 0 < A) (hB : |B| ≤ A) (μ : ℂ) :
    (∃ v : Fin 2 → ℂ, v ≠ 0 ∧ casida A B *ᵥ v = μ • v) ↔
      μ = excitation A B ∨ μ = -excitation A B := by
  have hsq : (excitation A B : ℂ) ^ 2 = (A : ℂ) ^ 2 - (B : ℂ) ^ 2 := by
    exact_mod_cast excitation_sq hB
  have hΩ : 0 ≤ excitation A B := Real.sqrt_nonneg _
  have hpos : 0 < A + excitation A B := by linarith
  constructor
  · rintro ⟨v, hv, h⟩
    have hv' : v = ![v 0, v 1] := by
      funext i
      fin_cases i <;> rfl
    rw [hv', casida_mulVec] at h
    have h0 : (A : ℂ) * v 0 + B * v 1 = μ * v 0 := congrFun h 0
    have h1 : -(B : ℂ) * v 0 - A * v 1 = μ * v 1 := congrFun h 1
    -- applying the matrix twice multiplies each amplitude by `Ω²`
    have e0 : (μ ^ 2 - (excitation A B : ℂ) ^ 2) * v 0 = 0 := by
      linear_combination (-μ - A) * h0 - B * h1 - v 0 * hsq
    have e1 : (μ ^ 2 - (excitation A B : ℂ) ^ 2) * v 1 = 0 := by
      linear_combination (A - μ) * h1 + B * h0 - v 1 * hsq
    have hμ : μ ^ 2 - (excitation A B : ℂ) ^ 2 = 0 := by
      by_contra hne
      apply hv
      funext i
      fin_cases i
      · exact (mul_eq_zero.mp e0).resolve_left hne
      · exact (mul_eq_zero.mp e1).resolve_left hne
    exact sq_eq_sq_iff_eq_or_eq_neg.mp (sub_eq_zero.mp hμ)
  · rintro (rfl | rfl)
    · refine ⟨![(A : ℂ) + excitation A B, -(B : ℂ)], ?_, ?_⟩
      · intro hv
        have h0 : (A : ℂ) + excitation A B = 0 := congrFun hv 0
        exact hpos.ne' (by exact_mod_cast h0)
      · rw [casida_mulVec]
        funext i
        fin_cases i
        · change (A : ℂ) * (A + excitation A B) + B * (-B)
            = excitation A B * (A + excitation A B)
          linear_combination -hsq
        · change -(B : ℂ) * (A + excitation A B) - A * (-B) = excitation A B * (-B)
          ring
    · refine ⟨![(B : ℂ), -(excitation A B : ℂ) - A], ?_, ?_⟩
      · intro hv
        have h1 : -(excitation A B : ℂ) - A = 0 := congrFun hv 1
        have h0 : (A : ℂ) + excitation A B = 0 := by linear_combination -h1
        exact hpos.ne' (by exact_mod_cast h0)
      · rw [casida_mulVec]
        funext i
        fin_cases i
        · change (A : ℂ) * B + B * (-(excitation A B : ℂ) - A) = -(excitation A B : ℂ) * B
          ring
        · change -(B : ℂ) * B - A * (-(excitation A B : ℂ) - A)
            = -(excitation A B : ℂ) * (-(excitation A B : ℂ) - A)
          linear_combination -hsq
```

The left side of the equivalence is the definition of an eigenvalue: some nonzero `v` satisfies `casida A B *ᵥ v = μ • v`. The right side lists the two values. In the forward direction `v 0` and `v 1` are x and y, and `e0` and `e1` are the two lines of the double application, each obtained by `linear_combination` from the eigenvalue equations `h0` and `h1` and the identity for Ω². If μ² − Ω² were nonzero, both amplitudes would vanish, which contradicts `v ≠ 0`. In the backward direction the proof supplies v₊ and v₋ and checks each component.

The vectors in the code are unnormalised. For Ω > 0, dividing both by √(2Ω(A + Ω)) gives x² − y² = 1 for v₊, the usual normalisation of response amplitudes, and −1 for v₋. At |B| = A the two eigenvalues merge at zero and this normalisation is unavailable. The theorem identifies the set of eigenvalues and makes no statement about multiplicity.

## The exact error of the Tamm-Dancoff energy

From Ω² = A² − B²,

(A − Ω)(A + Ω) = A² − Ω² = B²

and division by the positive number A + Ω gives

A − Ω = B² / (A + Ω).

The Tamm-Dancoff energy is therefore never below Ω, and the two agree only at B = 0.

```lean
/-- For `A > 0` and `|B| ≤ A`, the Tamm-Dancoff energy `A` exceeds the
excitation energy `Ω` by exactly `B² / (A + Ω)`. -/
theorem tammDancoff_error {A B : ℝ} (hA : 0 < A) (hB : |B| ≤ A) :
    A - excitation A B = B ^ 2 / (A + excitation A B) := by
  have hΩ : 0 ≤ excitation A B := Real.sqrt_nonneg _
  have hpos : 0 < A + excitation A B := by linarith
  rw [eq_div_iff hpos.ne']
  linear_combination -(excitation_sq hB)
```

The lemma `eq_div_iff` clears the denominator, and what is left is the identity for Ω².

Next, subtract the second-order correction and put the rest over 2A. Replacing B² by A² − Ω² gives

A − B²/(2A) − Ω = (2A² − B² − 2AΩ) / (2A)
= (A² − 2AΩ + Ω²) / (2A)
= (A − Ω)² / (2A).

The remainder is a square over a positive number, so the second-order energy A − B²/(2A) also never lies below Ω.

```lean
/-- For `A > 0` and `|B| ≤ A`, what remains after the correction `-B²/(2A)` is
exactly the squared Tamm-Dancoff error divided by `2A`. -/
theorem remainder_eq {A B : ℝ} (hA : 0 < A) (hB : |B| ≤ A) :
    A - B ^ 2 / (2 * A) - excitation A B = (A - excitation A B) ^ 2 / (2 * A) := by
  have h2A : 2 * A ≠ 0 := by positivity
  have hq : B ^ 2 / (2 * A) * (2 * A) = B ^ 2 := div_mul_cancel₀ _ h2A
  rw [eq_div_iff h2A]
  linear_combination -hq - excitation_sq hB
```

The auxiliary equation `hq` says that B²/(2A) times 2A is B². With it, the cleared equation is linear in known identities.

## Two-sided bounds over the stable range

The exact error is nonnegative, so 0 ≤ Ω ≤ A. The denominator A + Ω then lies between A and 2A, and

B²/(2A) ≤ A − Ω ≤ B²/A.

Squaring these nonnegative quantities and dividing by 2A bounds the remainder:

B⁴/(8A³) ≤ A − B²/(2A) − Ω ≤ B⁴/(2A³).

Solved for Ω, this reads

A − B²/(2A) − B⁴/(2A³) ≤ Ω ≤ A − B²/(2A) − B⁴/(8A³).

```lean
/-- For `A > 0` and `|B| ≤ A`, the Casida eigenvalues are `Ω` and `-Ω`, and `Ω` equals
`A - B²/(2A)` up to a lowering between `B⁴/(8A³)` and `B⁴/(2A³)`. -/
theorem casida_tammDancoff_expansion {A B : ℝ} (hA : 0 < A) (hB : |B| ≤ A) :
    (∀ μ : ℂ, (∃ v : Fin 2 → ℂ, v ≠ 0 ∧ casida A B *ᵥ v = μ • v) ↔
      μ = excitation A B ∨ μ = -excitation A B) ∧
    A - B ^ 2 / (2 * A) - B ^ 4 / (2 * A ^ 3) ≤ excitation A B ∧
    excitation A B ≤ A - B ^ 2 / (2 * A) - B ^ 4 / (8 * A ^ 3) := by
  have hΩ : 0 ≤ excitation A B := Real.sqrt_nonneg _
  have hpos : 0 < A + excitation A B := by linarith
  have herr := tammDancoff_error hA hB
  have hrem := remainder_eq hA hB
  have h0 : 0 ≤ A - excitation A B := by
    rw [herr]
    positivity
  -- the Tamm-Dancoff error lies between `B²/(2A)` and `B²/A`
  have hlow : B ^ 2 / (2 * A) ≤ A - excitation A B := by
    rw [herr]
    exact div_le_div_of_nonneg_left (sq_nonneg B) hpos (by linarith)
  have hup : A - excitation A B ≤ B ^ 2 / A := by
    rw [herr]
    exact div_le_div_of_nonneg_left (sq_nonneg B) hA (by linarith)
  have h2A : 0 ≤ 2 * A := by positivity
  have hl := div_le_div_of_nonneg_right
    (pow_le_pow_left₀ (by positivity) hlow 2) h2A
  have hu := div_le_div_of_nonneg_right (pow_le_pow_left₀ h0 hup 2) h2A
  have el : (B ^ 2 / (2 * A)) ^ 2 / (2 * A) = B ^ 4 / (8 * A ^ 3) := by ring
  have eu : (B ^ 2 / A) ^ 2 / (2 * A) = B ^ 4 / (2 * A ^ 3) := by ring
  rw [el] at hl
  rw [eu] at hu
  exact ⟨casida_eigenvalue_iff hA hB, by linarith, by linarith⟩
```

This theorem has three parts: the eigenvalue equivalence for every complex `μ`, the lower bound and the upper bound. Its hypotheses are `0 < A` and `|B| ≤ A`, so B may have either sign and the instability point is included. In the proof, `hlow` and `hup` are the bounds on A − Ω, `hl` and `hu` are their squares divided by 2A, and `el` and `eu` rewrite these as quartic terms. The last step, `linarith`, combines them with the remainder identity.

For linear-response calculations, the bounds say how far neglecting B shifts an excitation energy, provided that the excitation is described by one transition. The step from a molecule or solid to this model, in which many coupled transitions are replaced by one pair of numbers A and B, is a physical approximation that the hypotheses do not justify.

## The coefficients at weak coupling

The two quartic bounds share the term −B²/(2A), so they already fix the second-order coefficient, but their different constants leave the fourth-order coefficient open. Both coefficients can be obtained as limits from the exact identities. For B ≠ 0 in the stable range, the exact error gives

(A − Ω)/B² = 1/(A + Ω).

As B → 0 with A fixed, Ω → A, and the ratio tends to 1/(2A). This identifies −B²/(2A) as the leading correction to the Tamm-Dancoff energy.

```lean
/-- For `A > 0`, the Tamm-Dancoff error divided by `B²` tends to `1/(2A)` as
the coupling `B` goes to zero. -/
theorem leading_correction {A : ℝ} (hA : 0 < A) :
    Tendsto (fun B => (A - excitation A B) / B ^ 2) (𝓝[≠] 0) (𝓝 (1 / (2 * A))) := by
  have hcont : Continuous (fun B => excitation A B) := by
    unfold excitation
    fun_prop
  have h0 : excitation A 0 = A := by simp [excitation, Real.sqrt_sq hA.le]
  have hc : Tendsto (fun B => excitation A B) (𝓝[≠] 0) (𝓝 A) :=
    (hcont.tendsto' 0 A h0).mono_left nhdsWithin_le_nhds
  have hAA : A + A ≠ 0 := by positivity
  have hlim : Tendsto (fun B => (A + excitation A B)⁻¹) (𝓝[≠] 0) (𝓝 (A + A)⁻¹) :=
    (tendsto_const_nhds.add hc).inv₀ hAA
  have e : 1 / (2 * A) = (A + A)⁻¹ := by rw [one_div, two_mul]
  rw [e]
  refine hlim.congr' ?_
  filter_upwards [self_mem_nhdsWithin,
    nhdsWithin_le_nhds (Icc_mem_nhds (neg_lt_zero.mpr hA) hA)] with B hB hI
  have hB2 : B ^ 2 ≠ 0 := pow_ne_zero 2 hB
  rw [tammDancoff_error hA (abs_le.mpr hI), div_right_comm, div_self hB2, one_div]
```

The filter `𝓝[≠] 0` means that B approaches zero without being equal to it, from either side. The proof takes the limit of 1/(A + Ω) by continuity, and `filter_upwards` restricts attention to nonzero B between −A and A, where the two expressions agree. Keeping A fixed is a mathematical choice: in density functional theory the same kernel enters both A and B, so changing the kernel would usually change both.

The next coefficient follows from the remainder identity. For small nonzero B,

(A − B²/(2A) − Ω)/B⁴ = ((A − Ω)/B²)² / (2A)

and the right side tends to (1/(2A))²/(2A) = 1/(8A³).

```lean
/-- For `A > 0`, the remainder after the correction `-B²/(2A)`, divided by `B⁴`,
tends to `1/(8A³)` as the coupling `B` goes to zero. -/
theorem next_correction {A : ℝ} (hA : 0 < A) :
    Tendsto (fun B => (A - B ^ 2 / (2 * A) - excitation A B) / B ^ 4)
      (𝓝[≠] 0) (𝓝 (1 / (8 * A ^ 3))) := by
  have hlim := ((leading_correction hA).pow 2).div_const (2 * A)
  have e : 1 / (8 * A ^ 3) = (1 / (2 * A)) ^ 2 / (2 * A) := by ring
  rw [e]
  refine hlim.congr' ?_
  filter_upwards [nhdsWithin_le_nhds (Icc_mem_nhds (neg_lt_zero.mpr hA) hA)] with B hI
  rw [remainder_eq hA (abs_le.mpr hI)]
  ring
```

The proof squares the previous limit, divides it by 2A and transfers the result through `remainder_eq`. The constant in the upper bound for Ω is thus the actual fourth-order coefficient.

## The instability point fixes the constant in the lower bound

The lower bound has 1/2 where the expansion has 1/8. To see whether a smaller constant would do, suppose that for some real c

A − B²/(2A) − c B⁴/A³ ≤ Ω

for every B with |B| ≤ A. At B = A, and equally at B = −A, the excitation energy is zero, and the inequality becomes

A − A/2 − c A ≤ 0,

which gives c ≥ 1/2. Since the bound already proved has c = 1/2, this is the smallest constant valid over the whole stable range.

```lean
/-- For `A > 0`, a lower bound `A - B²/(2A) - c B⁴/A³` on the excitation energy
that holds for all `|B| ≤ A` needs `c ≥ 1/2`. -/
theorem quartic_constant_optimal {A c : ℝ} (hA : 0 < A)
    (h : ∀ B : ℝ, |B| ≤ A →
      A - B ^ 2 / (2 * A) - c * (B ^ 4 / A ^ 3) ≤ excitation A B) :
    1 / 2 ≤ c := by
  -- the instability point `B = A` decides
  have hc := h A (abs_of_pos hA).le
  have e0 : excitation A A = 0 := by simp [excitation]
  have e1 : A ^ 2 / (2 * A) = A / 2 := by field_simp
  have e2 : A ^ 4 / A ^ 3 = A := by field_simp
  rw [e0, e1, e2] at hc
  exact le_of_mul_le_mul_left (by linarith : A * (1 / 2) ≤ A * c) hA

end

end TammDancoffOneTransition
```

The hypothesis `h` is the supposed bound for one fixed A and all allowed B. The proof evaluates it at B = A, simplifies the three terms with `e0`, `e1` and `e2`, and cancels the positive factor A.

```lean
#print axioms TammDancoffOneTransition.tammDancoff_error
#print axioms TammDancoffOneTransition.casida_tammDancoff_expansion
#print axioms TammDancoffOneTransition.next_correction
#print axioms TammDancoffOneTransition.quartic_constant_optimal
```

```
'TammDancoffOneTransition.tammDancoff_error' depends on axioms: [propext, Classical.choice, Quot.sound]
'TammDancoffOneTransition.casida_tammDancoff_expansion' depends on axioms: [propext, Classical.choice, Quot.sound]
'TammDancoffOneTransition.next_correction' depends on axioms: [propext, Classical.choice, Quot.sound]
'TammDancoffOneTransition.quartic_constant_optimal' depends on axioms: [propext, Classical.choice, Quot.sound]
```
